# A rank-one repulsion $U v v^*$ is screened to $U/(1+UG) < 1/G$ in a finite pair space

Let $H_0$ be a Hermitian positive definite matrix on a finite-dimensional space of two-particle states, $v \neq 0$ a vector, $U \ge 0$, and $G = \langle v, H_0^{-1} v\rangle$. Then
$$U_{\rm eff} = U - U^2 \langle v, (H_0 + U v v^*)^{-1} v\rangle = \frac{U}{1+UG} < \frac1G ,$$
and for any real $\rho \le G$ the product $\rho\,U_{\rm eff}$ stays below 1. This is the algebraic core of Kanamori screening, for one pair with one contact channel in finite dimension. It limits the interaction that enters a Stoner estimate within that model and makes no statement about a many-electron ground state.

```lean
import Mathlib

open Matrix Filter Topology
open scoped ComplexOrder

namespace KanamoriScreening

noncomputable section

variable {n : Type*} [Fintype n] [DecidableEq n]
```

## Pair space, contact term and effective interaction

The type `n` labels an orthonormal basis of pair states. The vector $v$ spans the contact channel, and $P = v v^*$ has entries $v_i \bar v_j$. For two electrons of opposite spin in a one-band Hubbard model on a periodic lattice, $v$ is the superposition of doubly occupied sites with a given total momentum; the on-site repulsion has rank one only within such a momentum sector. The vector $v$ need not be normalised: in terms of the unit vector $v/\|v\|$ the strength is $U\|v\|^2$, the propagator $G/\|v\|^2$ and the screened strength $U_{\rm eff}\|v\|^2$.

```lean
/-- The rank-one contact operator `v v*`. -/
def contactOp (v : n → ℂ) : Matrix n n ℂ := vecMulVec v (star v)
```

For a matrix $H$ write $G(H) = \langle v, H^{-1} v\rangle$, antilinear in the first slot through `star v`. Energies are measured from the scattering energy, so $H^{-1}$ is minus the resolvent $(z - H)^{-1}$ at $z = 0$, and positive definiteness of $H_0$ says that this energy lies below all free pair levels.

```lean
/-- The pair propagator `⟨v, H⁻¹ v⟩` in the contact channel `v`. -/
def pairGreen (H : Matrix n n ℂ) (v : n → ℂ) : ℂ := star v ⬝ᵥ H⁻¹ *ᵥ v
```

The interacting pair Hamiltonian is $H(U) = H_0 + UP$ with real $U$.

```lean
/-- The pair Hamiltonian `H0 + U v v*` with contact interaction of strength `U`. -/
def contactHam (H0 : Matrix n n ℂ) (U : ℝ) (v : n → ℂ) : Matrix n n ℂ :=
  H0 + (U : ℂ) • contactOp v
```

With $V = UP$ the T-matrix at zero energy is $V - V H(U)^{-1} V$, which equals $U_{\rm eff} P$ by the identity for $PMP$ below. This operator equation only motivates the definition and is not among the theorems, which concern the scalar `effInt`.

```lean
/-- The effective interaction `U - U² ⟨v, (H0 + U v v*)⁻¹ v⟩`. -/
def effInt (H0 : Matrix n n ℂ) (U : ℝ) (v : n → ℂ) : ℂ :=
  U - (U : ℂ) ^ 2 * pairGreen (contactHam H0 U v) v
```

## The propagator is positive and the contact channel closes

The inverse of a positive definite matrix is positive definite, so $G = G(H_0)$ is real and positive for $v \ne 0$. In Lean, `0 < pairGreen H v` in the order on $\mathbb C$ means positive real part and zero imaginary part, and `Complex.lt_def` separates the two.

```lean
/-- For positive definite `H` and nonzero `v` the pair propagator is real and positive. -/
theorem pairGreen_pos {H : Matrix n n ℂ} (hH : H.PosDef) {v : n → ℂ} (hv : v ≠ 0) :
    0 < (pairGreen H v).re ∧ (pairGreen H v).im = 0 := by
  have h : 0 < pairGreen H v := by
    unfold pairGreen
    apply hH.inv.dotProduct_mulVec_pos
    exact hv
  rw [Complex.lt_def] at h
  exact ⟨by simpa using h.1, by simpa using h.2.symm⟩
```

For any matrix $M$, $(PMP)_{ij} = v_i \big(\sum_{kl} \bar v_k M_{kl} v_l\big) \bar v_j$, so $PMP = \langle v, Mv\rangle P$. The proof compares entries and exchanges the two sums.

```lean
omit [DecidableEq n] in
/-- Any operator `M` between two contact operators collapses to `⟨v, M v⟩ v v*`. -/
theorem contactOp_sandwich (M : Matrix n n ℂ) (v : n → ℂ) :
    contactOp v * M * contactOp v = (star v ⬝ᵥ M *ᵥ v) • contactOp v := by
  ext i j
  simp only [contactOp, Matrix.mul_apply, vecMulVec_apply, Matrix.smul_apply, smul_eq_mul,
    dotProduct, mulVec, Finset.sum_mul, Finset.mul_sum]
  rw [Finset.sum_comm]
  exact Finset.sum_congr rfl fun k _ => Finset.sum_congr rfl fun l _ => by ring
```

## Inverting $H_0 + UP$

Assume only that $H_0$ is invertible and $1 + UG \neq 0$, and set $c = U/(1+UG)$. Using $H_0 H_0^{-1} = 1$ and $P H_0^{-1} P = GP$,
$$(H_0 + UP)(H_0^{-1} - c\,H_0^{-1} P H_0^{-1}) = 1 + (U - c - UcG)\,P H_0^{-1}.$$
This is `expand`. The bracket vanishes because $c(1+UG) = U$, which is `hc0`. Taking determinants gives $\det H(U) \ne 0$; this matters because Mathlib assigns the inverse zero to a singular matrix, which would turn `effInt` into $U$.

```lean
/-- Sherman-Morrison formula: if `H0` is invertible and `1 + U G ≠ 0`, then `H0 + U v v*` is
invertible with inverse `H0⁻¹ - U/(1 + U G) H0⁻¹ v v* H0⁻¹`. -/
theorem contactHam_inv {H0 : Matrix n n ℂ} (hH : IsUnit H0.det) (U : ℝ) (v : n → ℂ)
    (hD : 1 + U * pairGreen H0 v ≠ 0) :
    IsUnit (contactHam H0 U v).det ∧ (contactHam H0 U v)⁻¹ =
      H0⁻¹ - (U / (1 + U * pairGreen H0 v)) • (H0⁻¹ * contactOp v * H0⁻¹) := by
  have hc : U / (1 + U * pairGreen H0 v) * (1 + U * pairGreen H0 v) = U :=
    div_mul_cancel₀ _ hD
  generalize (U : ℂ) / (1 + U * pairGreen H0 v) = c at hc ⊢
  have hc0 : U - c - U * c * pairGreen H0 v = 0 := by linear_combination -hc
  have h1 : H0 * H0⁻¹ = 1 := mul_nonsing_inv _ hH
  have h2 : contactOp v * H0⁻¹ * contactOp v = pairGreen H0 v • contactOp v :=
    contactOp_sandwich _ v
  have e1 : H0 * (H0⁻¹ * contactOp v * H0⁻¹) = contactOp v * H0⁻¹ := by
    rw [← mul_assoc, ← mul_assoc, h1, one_mul]
  have e2 : contactOp v * (H0⁻¹ * contactOp v * H0⁻¹)
      = pairGreen H0 v • (contactOp v * H0⁻¹) := by
    rw [← mul_assoc, ← mul_assoc, h2, smul_mul_assoc]
  -- the product differs from 1 by a multiple of `v v* H0⁻¹` whose coefficient vanishes
  have expand : contactHam H0 U v * (H0⁻¹ - c • (H0⁻¹ * contactOp v * H0⁻¹))
      = 1 + (U - c - U * c * pairGreen H0 v) • (contactOp v * H0⁻¹) := by
    simp only [contactHam, add_mul, mul_sub, smul_mul_assoc, mul_smul_comm, h1, e1, e2]
    module
  rw [hc0, zero_smul, add_zero] at expand
  refine ⟨?_, inv_eq_right_inv expand⟩
  have hdet := congrArg det expand
  rw [det_mul, det_one] at hdet
  exact isUnit_iff_ne_zero.mpr (left_ne_zero_of_mul_eq_one hdet)
```

Since $Pw = \langle v, w\rangle v$ for every vector $w$ (`hp`), the $v$–$v$ matrix element of the inverse is $G(H(U)) = G - cG^2$ (`hG`). Then
$$U_{\rm eff} - c = U - U^2 G + U^2 c\,G^2 - c = (UG - 1)\big(c(1+UG) - U\big) = 0,$$
and the closing `linear_combination` uses exactly this factor.

```lean
/-- If `H0` is invertible and `1 + U G ≠ 0`, the effective interaction equals
`U/(1 + U G)`. -/
theorem effInt_eq {H0 : Matrix n n ℂ} (hH : IsUnit H0.det) (U : ℝ) (v : n → ℂ)
    (hD : 1 + U * pairGreen H0 v ≠ 0) :
    effInt H0 U v = U / (1 + U * pairGreen H0 v) := by
  have hp : ∀ w : n → ℂ, contactOp v *ᵥ w = (star v ⬝ᵥ w) • v := by
    intro w
    ext i
    simp only [contactOp, mulVec, dotProduct, vecMulVec_apply, Pi.smul_apply, smul_eq_mul,
      Finset.sum_mul]
    exact Finset.sum_congr rfl fun k _ => by ring
  -- matrix element of the Sherman-Morrison formula in the contact channel
  have hG : pairGreen (contactHam H0 U v) v = pairGreen H0 v
      - U / (1 + U * pairGreen H0 v) * (pairGreen H0 v * pairGreen H0 v) := by
    rw [pairGreen, (contactHam_inv hH U v hD).2, sub_mulVec, Matrix.smul_mulVec,
      dotProduct_sub, dotProduct_smul, ← mulVec_mulVec, ← mulVec_mulVec, hp, mulVec_smul,
      dotProduct_smul]
    simp only [pairGreen, smul_eq_mul]
  have hc : U / (1 + U * pairGreen H0 v) * (1 + U * pairGreen H0 v) = U :=
    div_mul_cancel₀ _ hD
  rw [effInt, hG]
  linear_combination (U * pairGreen H0 v - 1) * hc
```

## The bound $U_{\rm eff} < 1/G$

For positive definite $H_0$, $v \ne 0$ and $U \ge 0$ one has $1 + UG > 0$, so both results apply. Clearing the positive denominators turns $U/(1+UG) < 1/G$ into $UG < 1 + UG$. The theorem `kanamori` states three things: $H(U)$ is invertible, the complex number `effInt H0 U v` equals the real number $U/(1+UG)$ with $G$ written `(pairGreen H0 v).re`, and its real part is below $1/G$. For a single state with $H_0 = \varepsilon > 0$ and $v = 1$ this reads $U\varepsilon/(\varepsilon + U) < \varepsilon$.

```lean
/-- For positive definite `H0`, nonzero `v` and `U ≥ 0`, the matrix `H0 + U v v*` is invertible and
the effective interaction is the real number `U/(1 + U G)`, which lies below `1/G`. -/
theorem kanamori {H0 : Matrix n n ℂ} (hH : H0.PosDef) {v : n → ℂ} (hv : v ≠ 0)
    {U : ℝ} (hU : 0 ≤ U) :
    IsUnit (contactHam H0 U v).det ∧
      effInt H0 U v = ((U / (1 + U * (pairGreen H0 v).re) : ℝ) : ℂ) ∧
      (effInt H0 U v).re < 1 / (pairGreen H0 v).re := by
  obtain ⟨hg, him⟩ := pairGreen_pos hH hv
  have hG : pairGreen H0 v = ((pairGreen H0 v).re : ℂ) :=
    Complex.ext (by simp) (by simp [him])
  have hunit : IsUnit H0.det := (Matrix.isUnit_iff_isUnit_det _).mp hH.isUnit
  obtain ⟨g, hgd⟩ : ∃ g, (pairGreen H0 v).re = g := ⟨_, rfl⟩
  rw [hgd] at hg hG ⊢
  have hpos : 0 < 1 + U * g := by positivity
  have hD : 1 + U * pairGreen H0 v ≠ 0 := by
    rw [hG]
    exact_mod_cast hpos.ne'
  have heq : effInt H0 U v = ((U / (1 + U * g) : ℝ) : ℂ) := by
    rw [effInt_eq hunit U v hD, hG]
    push_cast
    rfl
  refine ⟨(contactHam_inv hunit U v hD).1, heq, ?_⟩
  rw [heq, Complex.ofReal_re, div_lt_div_iff₀ hpos hg]
  linarith
```

## The Stoner product

The number $\rho$ stands for the density of states per spin at the Fermi level, in the normalisation of $G$, and $\rho U \ge 1$ is the mean-field condition for a ferromagnetic instability. Here $\rho$ is a free real parameter, unrelated to $H_0$, and replacing $U$ by $U_{\rm eff}$ in the condition is a postulate. Multiplying by $1+UG > 0$,
$$\rho\,U_{\rm eff} \ge 1 \iff \rho U \ge 1 + UG \iff U(\rho - G) \ge 1 .$$

```lean
/-- For positive definite `H0`, nonzero `v`, `U ≥ 0` and any real `ρ`, the product `ρ Re U_eff` is
at least 1 exactly when `U (ρ - Re G) ≥ 1`. -/
theorem stoner_iff {H0 : Matrix n n ℂ} (hH : H0.PosDef) {v : n → ℂ} (hv : v ≠ 0)
    {U : ℝ} (hU : 0 ≤ U) (ρ : ℝ) :
    1 ≤ ρ * (effInt H0 U v).re ↔ 1 ≤ U * (ρ - (pairGreen H0 v).re) := by
  have hg := (pairGreen_pos hH hv).1
  have hpos : 0 < 1 + U * (pairGreen H0 v).re := by positivity
  rw [(kanamori hH hv hU).2.1, Complex.ofReal_re, ← mul_div_assoc, le_div_iff₀ hpos]
  constructor <;> intro h <;> nlinarith
```

For $\rho \le G$ the product $U(\rho - G)$ is at most zero, so assuming $\rho\,U_{\rm eff} \ge 1$ gives a contradiction. Whether $\rho \le G$ holds for a given band is an input.

```lean
/-- For positive definite `H0`, nonzero `v`, `U ≥ 0` and real `ρ ≤ Re G`, the product `ρ Re U_eff`
is below 1. -/
theorem stoner_lt_one {H0 : Matrix n n ℂ} (hH : H0.PosDef) {v : n → ℂ} (hv : v ≠ 0)
    {U : ℝ} (hU : 0 ≤ U) {ρ : ℝ} (hρ : ρ ≤ (pairGreen H0 v).re) :
    ρ * (effInt H0 U v).re < 1 := by
  by_contra h
  have h1 := (stoner_iff hH hv hU ρ).mp (not_lt.mp h)
  have h2 := mul_nonneg hU (sub_nonneg.mpr hρ)
  nlinarith
```

For $\rho > G$ the value 1 is reached. At $U = 1/(\rho - G)$ the equation $\rho U = 1 + UG$ is the same as $U(\rho - G) = 1$.

```lean
/-- For positive definite `H0`, nonzero `v` and real `ρ > Re G`, the product `ρ Re U_eff` equals 1
at `U = 1/(ρ - Re G)`. -/
theorem stoner_reached {H0 : Matrix n n ℂ} (hH : H0.PosDef) {v : n → ℂ} (hv : v ≠ 0)
    {ρ : ℝ} (hρ : (pairGreen H0 v).re < ρ) :
    ρ * (effInt H0 (1 / (ρ - (pairGreen H0 v).re)) v).re = 1 := by
  have hg := (pairGreen_pos hH hv).1
  have hd : 0 < ρ - (pairGreen H0 v).re := sub_pos.mpr hρ
  have hU : 0 ≤ 1 / (ρ - (pairGreen H0 v).re) := (one_div_pos.mpr hd).le
  have hpos : 0 < 1 + 1 / (ρ - (pairGreen H0 v).re) * (pairGreen H0 v).re :=
    add_pos_of_pos_of_nonneg one_pos (mul_nonneg hU hg.le)
  rw [(kanamori hH hv hU).2.1, Complex.ofReal_re, ← mul_div_assoc,
    div_eq_one_iff_eq hpos.ne']
  linear_combination mul_one_div_cancel hd.ne'
```

## Strong coupling and the mode sum

For $U \ge 0$,
$$\frac{U}{1+UG} = \frac1G - \frac1G\,\frac{1}{1+UG}.$$
As $U \to \infty$ the denominator diverges (`h1`) and its inverse tends to zero (`h2`), so $U_{\rm eff} \to 1/G$. The step `filter_upwards` restricts to $U \ge 0$, where `kanamori` supplies the closed form.

```lean
/-- For positive definite `H0` and nonzero `v`, the real part of the effective interaction tends to
`1/Re G` as `U → ∞`. -/
theorem effInt_tendsto {H0 : Matrix n n ℂ} (hH : H0.PosDef) {v : n → ℂ} (hv : v ≠ 0) :
    Tendsto (fun U : ℝ => (effInt H0 U v).re) atTop (𝓝 (1 / (pairGreen H0 v).re)) := by
  have hg := (pairGreen_pos hH hv).1
  obtain ⟨g, hgd⟩ : ∃ g, (pairGreen H0 v).re = g := ⟨_, rfl⟩
  rw [hgd] at hg ⊢
  have h1 : Tendsto (fun U : ℝ => 1 + U * g) atTop atTop :=
    tendsto_atTop_add_const_left _ 1 (tendsto_id.atTop_mul_const hg)
  have h2 : Tendsto (fun U : ℝ => (1 + U * g)⁻¹) atTop (𝓝 0) :=
    tendsto_inv_atTop_zero.comp h1
  -- U/(1 + U g) = 1/g - (1/g) (1 + U g)⁻¹
  have h3 : Tendsto (fun U : ℝ => 1 / g - 1 / g * (1 + U * g)⁻¹) atTop
      (𝓝 (1 / g - 1 / g * 0)) := tendsto_const_nhds.sub (h2.const_mul _)
  rw [mul_zero, sub_zero] at h3
  refine h3.congr' ?_
  filter_upwards [eventually_ge_atTop (0 : ℝ)] with U hU
  rw [(kanamori hH hv hU).2.1, Complex.ofReal_re, hgd]
  have hpos : 1 + U * g ≠ 0 := by positivity
  have hg0 : g ≠ 0 := hg.ne'
  field_simp
  ring
```

When $H_0$ is diagonal with real entries $\varepsilon_i \neq 0$, its inverse is diagonal with entries $1/\varepsilon_i$ (`hinv`), and $G = \sum_i |v_i|^2/\varepsilon_i$, with `Complex.normSq` for $|v_i|^2$. This formula allows either sign of $\varepsilon_i$. The bounds above are stated for positive definite $H_0$, here all $\varepsilon_i > 0$; their argument uses this only through the invertibility of $H_0$ and $G > 0$. Pauli blocking by a Fermi sea enters only through the choice of pair states in `n`.

```lean
/-- For diagonal `H0` with nonzero pair energies `ε i` the propagator is the mode sum
`∑ |v i|² / ε i`. -/
theorem pairGreen_diagonal (ε : n → ℝ) (hε : ∀ i, ε i ≠ 0) (v : n → ℂ) :
    pairGreen (diagonal fun i => (ε i : ℂ)) v
      = ((∑ i, Complex.normSq (v i) / ε i : ℝ) : ℂ) := by
  have hinv : (diagonal fun i => (ε i : ℂ))⁻¹ = diagonal fun i => (ε i : ℂ)⁻¹ := by
    apply inv_eq_right_inv
    rw [diagonal_mul_diagonal, ← diagonal_one]
    exact congrArg diagonal (funext fun i => mul_inv_cancel₀ (by exact_mod_cast hε i))
  rw [pairGreen, hinv]
  push_cast
  simp only [dotProduct, mulVec_diagonal, Pi.star_apply]
  refine Finset.sum_congr rfl fun i _ => ?_
  rw [Complex.normSq_eq_conj_mul_self, Complex.star_def]
  ring

end

end KanamoriScreening
```

```lean
#print axioms KanamoriScreening.stoner_lt_one
-- 'KanamoriScreening.stoner_lt_one' depends on axioms: [propext, Classical.choice, Quot.sound]
#print axioms KanamoriScreening.stoner_reached
-- 'KanamoriScreening.stoner_reached' depends on axioms: [propext, Classical.choice, Quot.sound]
#print axioms KanamoriScreening.effInt_tendsto
-- 'KanamoriScreening.effInt_tendsto' depends on axioms: [propext, Classical.choice, Quot.sound]
#print axioms KanamoriScreening.pairGreen_diagonal
-- 'KanamoriScreening.pairGreen_diagonal' depends on axioms: [propext, Classical.choice, Quot.sound]
```
